# Adding a constant to the potential leaves the ground states unchanged

The Hamiltonian here is a real matrix `T` plus a diagonal potential, on a finite index set, and a ground state is a normalised real vector `ψ` whose energy is lowest, in the sense that `⟨φ|H|φ⟩ ≥ ⟨ψ|H|ψ⟩⟨φ|φ⟩` for every real `φ`, normalised or not. The declaration `isGroundState_shift` states that if two potentials differ by the same constant `c` at every index, then a vector is a ground state for one exactly when it is a ground state for the other. The attempt first proves, as `hE`, that the shift adds `c` times the squared norm of `x` to the energy form of any vector `x`, which is just `c` when `x` is normalised. It then puts this into the ground-state inequality, where the added terms cancel.

Lean 4 with Mathlib refuses this proof:

```lean
import Mathlib

open Matrix

namespace IsGroundStateShift

noncomputable section

variable {n : Type*} [Fintype n] [DecidableEq n]

/-- The energy form `⟨ψ|H|ψ⟩` of a real amplitude vector. -/
def energy (H : Matrix n n ℝ) (ψ : n → ℝ) : ℝ := ψ ⬝ᵥ H *ᵥ ψ

/-- A ground state is a normalised `ψ` with `⟨φ|H|φ⟩ ≥ ⟨ψ|H|ψ⟩⟨φ|φ⟩` for every `φ`. -/
def IsGroundState (H : Matrix n n ℝ) (ψ : n → ℝ) : Prop :=
  ψ ⬝ᵥ ψ = 1 ∧ ∀ φ : n → ℝ, energy H ψ * (φ ⬝ᵥ φ) ≤ energy H φ

/-- The energy is the hopping energy plus the potential energy of the density. -/
theorem energy_add_diagonal (T : Matrix n n ℝ) (v ψ : n → ℝ) :
    energy (T + diagonal v) ψ =
      ∑ i, ∑ j, T i j * ψ i * ψ j + ∑ i, v i * ψ i ^ 2 := by
  rw [energy, Matrix.add_mulVec, dotProduct_add]
  congr 1
  · simp only [dotProduct, Matrix.mulVec, Finset.mul_sum]
    exact Finset.sum_congr rfl fun i _ => Finset.sum_congr rfl fun j _ => by ring
  · simp only [dotProduct, Matrix.mulVec_diagonal]
    exact Finset.sum_congr rfl fun i _ => by ring

/-- A constant shift of the potential leaves the ground states unchanged. -/
theorem isGroundState_shift (T : Matrix n n ℝ) {v w : n → ℝ} {c : ℝ}
    (hw : ∀ i, w i = v i + c) (ψ : n → ℝ) :
    IsGroundState (T + diagonal w) ψ ↔ IsGroundState (T + diagonal v) ψ := by
  have hE : ∀ x, energy (T + diagonal w) x = energy (T + diagonal v) x + c * (x ⬝ᵥ x) := by
    intro x
    rw [energy_add_diagonal, energy_add_diagonal, add_assoc, dotProduct, Finset.mul_sum,
      ← Finset.sum_add_distrib]
    congr 1
    exact Finset.sum_congr rfl fun i _ => by rw [hw]; ring
  refine and_congr_right fun h1 => forall_congr' fun φ => ?_
  rw [hE ψ, hE φ, h1]
  constructor <;> intro h <;> linarith

end

end IsGroundStateShift
```

Messages:

```
Main.lean:38:49: error: Tactic `rewrite` failed: Did not find an occurrence of the pattern
  w ?i
in the target expression
  ?m.115 i = ?m.116 i

n : Type u_1
inst✝¹ : Fintype n
inst✝ : DecidableEq n
T : Matrix n n ℝ
v w : n → ℝ
c : ℝ
hw : ∀ (i : n), w i = v i + c
ψ x : n → ℝ
i : ?m.110
x✝ : i ∈ ?m.118
⊢ ?m.115 i = ?m.116 i
Main.lean:38:4: error: Type mismatch
  Finset.sum_congr rfl fun i x => ?m.121
has type
  Finset.sum ?m.118 ?m.115 = Finset.sum ?m.118 ?m.116
but is expected to have type
  ∑ x_1, (∑ j, T x_1 j * x x_1 * x j + w x_1 * x x_1 ^ 2) =
    ∑ i, ∑ j, T i j * x i * x j + (∑ i, v i * x i ^ 2 + ∑ i, c * (x i * x i))
```

As a diff, the version that Lean accepts:

```diff
@@ -33,8 +33,9 @@
   have hE : ∀ x, energy (T + diagonal w) x = energy (T + diagonal v) x + c * (x ⬝ᵥ x) := by
     intro x
-    rw [energy_add_diagonal, energy_add_diagonal, add_assoc, dotProduct, Finset.mul_sum,
-      ← Finset.sum_add_distrib]
-    congr 1
-    exact Finset.sum_congr rfl fun i _ => by rw [hw]; ring
+    have hx : ∑ i, w i * x i ^ 2 = ∑ i, v i * x i ^ 2 + c * (x ⬝ᵥ x) := by
+      rw [dotProduct, Finset.mul_sum, ← Finset.sum_add_distrib]
+      exact Finset.sum_congr rfl fun i _ => by rw [hw i]; ring
+    rw [energy_add_diagonal, energy_add_diagonal, hx]
+    ring
   refine and_congr_right fun h1 => forall_congr' fun φ => ?_
   rw [hE ψ, hE φ, h1]
```

The second message shows the root of the failure. `← Finset.sum_add_distrib` merges a sum of two sums into one, and it was meant for the `v` and `c` sums on the right. The left side, the `T` sum plus the `w` sum, also has that form, and the rewrite merged those instead. The goal was then a single sum equal to an addition of sums, which `Finset.sum_congr` cannot prove, since it needs a single sum on each side.

The first message follows from this. As the types did not match, the summands were never determined, and `rw [hw]` ran on a goal of placeholders with no `w` in it.

The repair proves the identity for the potential terms separately, as `hx`. There the left side is a single sum, so the rewrite can only merge the two on the right, and `Finset.sum_congr` applies. Rewriting with `hx` then leaves only a regrouping of terms, which `ring` does, so `add_assoc` and `congr 1` are no longer needed. Writing `hw i` for `hw` is mere tidying.
